# The Exchange Energy Is Never Positive for Positive Semidefinite Interactions and Density Matrices on Finitely Many Sites

In a periodic cell of the uniform electron gas, the positive background removes the uniform component of the Coulomb interaction. What remains averages to zero over the cell, so it is negative at some separations. The exchange energy weights this interaction with $|\gamma(x,y)|^2$, where $\gamma$ is the one-particle density matrix. If the interaction were nonnegative everywhere, the sign of the exchange energy would be obvious. Here it needs an argument.

Let $x,y$ run over a finite set of sites, let $v$ be a real symmetric matrix of interactions, and define

$$E_x=-\tfrac12\sum_{x,y}v(x,y)\,|\gamma(x,y)|^2 .$$

The subscript in $E_x$ stands for exchange, not for a site. The claim is that $E_x\le 0$ whenever $v$ and $\gamma$ are both positive semidefinite. For $v$ this means that no real charge distribution has negative electrostatic energy; in the periodic cell it reflects the positive Fourier coefficients, proportional to $1/q^2$, at the remaining wave vectors $q$. For $\gamma$ it means that no occupation number is negative.

## Exchange as a sum of electrostatic energies

For a complex charge distribution $\rho$, put

$$W[\rho]=\sum_{x,y}v(x,y)\,\mathrm{Re}\big(\rho(x)\rho(y)^*\big).$$

With $\rho=a+ib$ and $a,b$ real, $\mathrm{Re}(\rho(x)\rho(y)^*)=a(x)a(y)+b(x)b(y)$. Hence $W[\rho]=a^Tva+b^Tvb\ge 0$. If $v$ is positive definite and $\rho\ne0$, then $a$ or $b$ is nonzero and $W[\rho]>0$.

Next, diagonalise $\gamma(x,y)=\sum_k n_k\varphi_k(x)\varphi_k(y)^*$ with $n_k\ge0$, and set $B_{kx}=\sqrt{n_k}\,\varphi_k(x)^*$. Then $\gamma=B^\dagger B$. With the pair densities $\rho_{kl}(x)=B_{kx}^*B_{lx}$,

$$|\gamma(x,y)|^2=\sum_{k,l}B_{kx}^*B_{ky}\,B_{lx}B_{ly}^*=\sum_{k,l}\rho_{kl}(x)\,\rho_{kl}(y)^* .$$

The left side is real, so the real part may be taken term by term. Multiplying by $v(x,y)$ and summing over sites gives

$$E_x=-\tfrac12\sum_{k,l}W[\rho_{kl}]\le0 .$$

If $v$ is positive definite and $\gamma\neq0$, some $B_{kx}$ is nonzero. Then $\rho_{kk}(x)=|B_{kx}|^2>0$, so $W[\rho_{kk}]>0$ and $E_x<0$.

On a single site, $v\ge0$ and $E_x=-\tfrac12v\gamma^2$, which is nonpositive for any real $\gamma$, even a negative one. Two sites are therefore the smallest system in which a Hermitian $\gamma$ can give the wrong sign. Take

$$v=\begin{pmatrix}1&-1\\-1&1\end{pmatrix},\qquad \gamma=\begin{pmatrix}0&1\\1&0\end{pmatrix}.$$

The quadratic form of $v$ is $(f_0-f_1)^2\ge0$, but $\sum v|\gamma|^2=-1-1=-2$, so $E_x=+1$. This $\gamma$ has eigenvalues $\pm1$, one of them a negative occupation.

## Sites, orbitals and energies in Lean

```lean
import Mathlib

open Matrix
open scoped ComplexOrder

namespace ExchangeEnergySign

noncomputable section

variable {n m : Type*} [Fintype n] [Fintype m]
```

The finite type `n` labels sites and `m` labels orbitals.

```lean
/-- The exchange energy `-(1/2) ∑ v(x,y) |γ(x,y)|²` of a one-particle density matrix `γ`
with interaction `v` on a finite set of sites. -/
def exchangeEnergy (v : Matrix n n ℝ) (γ : Matrix n n ℂ) : ℝ :=
  -(1 / 2) * ∑ x, ∑ y, v x y * ‖γ x y‖ ^ 2
```

The matrix `v` is real and `γ` complex; `‖γ x y‖` is the modulus. The prefactor $-\tfrac12$ is the one for a single spin channel, or for a site label that includes spin. Continuum jellium lies outside these finite sums. One route to it is a limit of fine grids, in which the Coulomb interaction at coinciding points must be controlled.

```lean
/-- The interaction `∑ v(x,y) Re (ρ(x) ρ(y)*)` of a complex charge distribution `ρ`
with itself, without the factor one half. -/
def selfEnergy (v : Matrix n n ℝ) (ρ : n → ℂ) : ℝ :=
  ∑ x, ∑ y, v x y * (ρ x * star (ρ y)).re
```

`selfEnergy` is $W[\rho]$, twice the usual electrostatic energy. It is unrelated to the self-energy of Green's function theory. `star` is complex conjugation.

```lean
/-- The pair density of the orbitals `k` and `l`, where the rows of `B` are the complex
conjugates of the orbitals. -/
def pairDensity (B : Matrix m n ℂ) (k l : m) (x : n) : ℂ :=
  star (B k x) * B l x
```

Row `k` of `B` holds the conjugate of an orbital that need not be normalised, since it carries the factor $\sqrt{n_k}$.

## The sign of a complex charge distribution's energy

```lean
/-- The self-energy of a complex charge distribution is the sum of the quadratic forms of
its real and imaginary parts. -/
theorem selfEnergy_eq (v : Matrix n n ℝ) (ρ : n → ℂ) :
    selfEnergy v ρ = (fun x => (ρ x).re) ⬝ᵥ (v *ᵥ fun x => (ρ x).re)
      + (fun x => (ρ x).im) ⬝ᵥ (v *ᵥ fun x => (ρ x).im) := by
  simp only [selfEnergy, dotProduct, Matrix.mulVec, Finset.mul_sum,
    ← Finset.sum_add_distrib]
  refine Finset.sum_congr rfl fun x _ => Finset.sum_congr rfl fun y _ => ?_
  simp only [Complex.star_def, Complex.mul_re, Complex.conj_re, Complex.conj_im]
  ring
```

This is the split into $a^Tva+b^Tvb$, with `*ᵥ` for matrix times vector and `⬝ᵥ` for the dot product. The proof compares the two double sums term by term, and `ring` closes the resulting identity of real numbers.

```lean
/-- For a positive semidefinite interaction, every complex charge distribution has a
nonnegative self-energy. -/
theorem selfEnergy_nonneg {v : Matrix n n ℝ} (hv : v.PosSemidef) (ρ : n → ℂ) :
    0 ≤ selfEnergy v ρ := by
  have h (f : n → ℝ) : 0 ≤ f ⬝ᵥ (v *ᵥ f) := by
    simpa only [star_trivial] using hv.dotProduct_mulVec_nonneg f
  rw [selfEnergy_eq]
  exact add_nonneg (h _) (h _)
```

In Lean, `PosSemidef` includes symmetry of `v`. The auxiliary `h` states $f^Tvf\ge0$ for real $f$ and is applied to both parts of $\rho$.

```lean
/-- For a positive definite interaction, every nonzero complex charge distribution has a
positive self-energy. -/
theorem selfEnergy_pos {v : Matrix n n ℝ} (hv : v.PosDef) {ρ : n → ℂ} (hρ : ρ ≠ 0) :
    0 < selfEnergy v ρ := by
  have h (f : n → ℝ) : 0 ≤ f ⬝ᵥ (v *ᵥ f) := by
    simpa only [star_trivial] using hv.posSemidef.dotProduct_mulVec_nonneg f
  have hp (f : n → ℝ) (hf : f ≠ 0) : 0 < f ⬝ᵥ (v *ᵥ f) := by
    simpa only [star_trivial] using hv.dotProduct_mulVec_pos hf
  rw [selfEnergy_eq]
  -- at least one of the real and imaginary parts is nonzero
  by_cases hre : (fun x => (ρ x).re) = 0
  · have him : (fun x => (ρ x).im) ≠ 0 := fun him =>
      hρ (funext fun x => Complex.ext (congrFun hre x) (congrFun him x))
    exact add_pos_of_nonneg_of_pos (h _) (hp _ him)
  · exact add_pos_of_pos_of_nonneg (hp _ hre) (h _)
```

The case distinction asks whether the real part vanishes. If it does, the imaginary part cannot, because $\rho\ne0$.

## From density matrix to pair densities

```lean
/-- For a density matrix built from orbitals, `γ = B†B`, the exchange energy is minus one
half of the sum of the self-energies of all orbital pair densities. -/
theorem exchangeEnergy_eq_pairDensity (v : Matrix n n ℝ) (B : Matrix m n ℂ) :
    exchangeEnergy v (Bᴴ * B)
      = -(1 / 2) * ∑ k, ∑ l, selfEnergy v (pairDensity B k l) := by
  -- the squared modulus is a double sum over orbitals
  have hsq (x y : n) : ‖(Bᴴ * B) x y‖ ^ 2
      = ∑ k, ∑ l, (pairDensity B k l x * star (pairDensity B k l y)).re := by
    have h1 (z : ℂ) : ‖z‖ ^ 2 = (z * star z).re := by
      rw [Complex.star_def, Complex.mul_conj, Complex.ofReal_re, Complex.normSq_eq_norm_sq]
    rw [h1, Matrix.mul_apply, star_sum, Finset.sum_mul_sum, Complex.re_sum]
    refine Finset.sum_congr rfl fun k _ => ?_
    rw [Complex.re_sum]
    refine Finset.sum_congr rfl fun l _ => ?_
    congr 1
    simp only [pairDensity, Matrix.conjTranspose_apply, star_mul', star_star]
    ring
  -- sums over sites and over orbitals are interchanged
  have swap (g : n → n → m → m → ℝ) :
      ∑ x, ∑ y, ∑ k, ∑ l, g x y k l = ∑ k, ∑ l, ∑ x, ∑ y, g x y k l :=
    calc ∑ x, ∑ y, ∑ k, ∑ l, g x y k l
        = ∑ x, ∑ k, ∑ y, ∑ l, g x y k l :=
          Finset.sum_congr rfl fun x _ => Finset.sum_comm
      _ = ∑ k, ∑ x, ∑ y, ∑ l, g x y k l := Finset.sum_comm
      _ = ∑ k, ∑ x, ∑ l, ∑ y, g x y k l :=
          Finset.sum_congr rfl fun k _ => Finset.sum_congr rfl fun x _ => Finset.sum_comm
      _ = ∑ k, ∑ l, ∑ x, ∑ y, g x y k l :=
          Finset.sum_congr rfl fun k _ => Finset.sum_comm
  unfold exchangeEnergy selfEnergy
  rw [← swap (fun x y k l =>
    v x y * (pairDensity B k l x * star (pairDensity B k l y)).re)]
  simp only [hsq, Finset.mul_sum]
```

`hsq` is the expansion of $|\gamma(x,y)|^2$ in pair densities, and `swap` moves the orbital sums outside the site sums by four exchanges of neighbouring sums. The identity holds for every real `v`; no definiteness enters yet.

```lean
open scoped MatrixOrder Matrix.Norms.L2Operator in
/-- Every positive semidefinite density matrix can be written as `γ = B†B`. -/
theorem exists_orbitals {γ : Matrix n n ℂ} (hγ : γ.PosSemidef) :
    ∃ B : Matrix n n ℂ, γ = Bᴴ * B := by
  classical
  exact CStarAlgebra.nonneg_iff_eq_star_mul_self.mp (Matrix.nonneg_iff_posSemidef.mpr hγ)
```

Where the derivation above diagonalised $\gamma$, Lean uses a general fact about C*-algebras: the nonnegative elements are exactly those of the form $b^*b$.

## The sign theorem and its strict form

```lean
/-- The exchange energy is never positive when the interaction and the density matrix are
both positive semidefinite. -/
theorem exchangeEnergy_nonpos {v : Matrix n n ℝ} {γ : Matrix n n ℂ}
    (hv : v.PosSemidef) (hγ : γ.PosSemidef) : exchangeEnergy v γ ≤ 0 := by
  obtain ⟨B, rfl⟩ := exists_orbitals hγ
  rw [exchangeEnergy_eq_pairDensity]
  have h : 0 ≤ ∑ k, ∑ l, selfEnergy v (pairDensity B k l) :=
    Finset.sum_nonneg fun k _ => Finset.sum_nonneg fun l _ => selfEnergy_nonneg hv _
  linarith
```

After factorising `γ`, the proof adds up nonnegative self-energies. No upper bound on the occupations is needed. In a Hartree–Fock calculation on a finite grid or lattice, the theorem thus rules out a positive exchange energy for any positive semidefinite interaction matrix.

```lean
/-- For a positive definite interaction, every nonzero positive semidefinite density matrix
has a strictly negative exchange energy. -/
theorem exchangeEnergy_neg {v : Matrix n n ℝ} {γ : Matrix n n ℂ}
    (hv : v.PosDef) (hγ : γ.PosSemidef) (hne : γ ≠ 0) : exchangeEnergy v γ < 0 := by
  obtain ⟨B, rfl⟩ := exists_orbitals hγ
  -- some orbital is nonzero, and so is its density
  have hB : ∃ k x, B k x ≠ 0 := by
    by_contra h
    have h0 : B = 0 := by
      ext k x
      by_contra hx
      exact h ⟨k, x, hx⟩
    exact hne (by rw [h0, Matrix.mul_zero])
  obtain ⟨k, x, hx⟩ := hB
  have hk : pairDensity B k k ≠ 0 := fun h0 =>
    mul_ne_zero (star_ne_zero.mpr hx) hx (congrFun h0 x)
  have hnn (i j : n) : 0 ≤ selfEnergy v (pairDensity B i j) :=
    selfEnergy_nonneg hv.posSemidef _
  have h : 0 < ∑ i, ∑ j, selfEnergy v (pairDensity B i j) :=
    Finset.sum_pos' (fun i _ => Finset.sum_nonneg fun j _ => hnn i j)
      ⟨k, Finset.mem_univ k, Finset.sum_pos' (fun j _ => hnn k j)
        ⟨k, Finset.mem_univ k, selfEnergy_pos hv hk⟩⟩
  rw [exchangeEnergy_eq_pairDensity]
  linarith
```

The proof finds a nonzero entry of `B`, and the diagonal pair density of that orbital supplies one strictly positive term. Semidefiniteness of `v` is not enough for strictness: with the two-site $v$ above and all entries of $\gamma$ equal to $\tfrac12$, the exchange energy is zero. The strict theorem therefore does not cover an interaction without its uniform component, as in the periodic cell, where a uniform charge has zero energy. Nor does it cover a spin-independent interaction when the site label includes spin, since opposite charges in the two spin states of one site then have zero energy.

## One orbital, and a Hermitian matrix with the wrong sign

```lean
/-- For a single orbital `ψ`, with `γ(x,y) = ψ(x) ψ(y)*`, the exchange energy is minus one
half of the self-energy of the density `|ψ|²`. -/
theorem exchangeEnergy_single_orbital (v : Matrix n n ℝ) (ψ : n → ℂ) :
    exchangeEnergy v (Matrix.of fun x y => ψ x * star (ψ y))
      = -(1 / 2) * selfEnergy v (fun x => ((‖ψ x‖ ^ 2 : ℝ) : ℂ)) := by
  unfold exchangeEnergy selfEnergy
  congr 1
  refine Finset.sum_congr rfl fun x _ => Finset.sum_congr rfl fun y _ => ?_
  rw [Matrix.of_apply, norm_mul, norm_star, mul_pow, Complex.star_def,
    Complex.conj_ofReal, ← Complex.ofReal_mul, Complex.ofReal_re]
```

The Hartree energy of the density $|\psi|^2$ is $\tfrac12W[|\psi|^2]$, so for a single orbital exchange cancels it exactly. This is the cancellation of self-interaction in Hartree–Fock theory, here for any real `v` on finitely many sites.

```lean
/-- A Hermitian `γ` does not suffice: the positive semidefinite interaction
`[[1,-1],[-1,1]]` and the Hermitian matrix `[[0,1],[1,0]]` give the exchange energy `+1`. -/
theorem hermitian_not_sufficient :
    (!![1, -1; -1, 1] : Matrix (Fin 2) (Fin 2) ℝ).PosSemidef ∧
    (!![0, 1; 1, 0] : Matrix (Fin 2) (Fin 2) ℂ).IsHermitian ∧
    exchangeEnergy !![1, -1; -1, 1] !![0, 1; 1, 0] = 1 := by
  refine ⟨Matrix.PosSemidef.of_dotProduct_mulVec_nonneg ?_ fun x => ?_, ?_, ?_⟩
  · ext i j
    fin_cases i <;> fin_cases j <;> simp
  · -- the quadratic form is a perfect square
    have h : star x ⬝ᵥ ((!![1, -1; -1, 1] : Matrix (Fin 2) (Fin 2) ℝ) *ᵥ x)
        = (x 0 - x 1) ^ 2 := by
      simp [dotProduct, Matrix.mulVec, Fin.sum_univ_two]
      ring
    rw [h]
    positivity
  · ext i j
    fin_cases i <;> fin_cases j <;> simp
  · norm_num [exchangeEnergy, Fin.sum_univ_two]

end

end ExchangeEnergySign
```

The three parts state that `v` is positive semidefinite, that `γ` is Hermitian, and that the exchange energy is $+1$. The first rests on the perfect square $(x_0-x_1)^2$, where `x` now denotes a vector. The difference of two density matrices, as formed between self-consistency iterations, is likewise Hermitian but in general not semidefinite, so the sign theorem does not apply to it.

```lean
#print axioms ExchangeEnergySign.exchangeEnergy_nonpos
-- 'ExchangeEnergySign.exchangeEnergy_nonpos' depends on axioms: [propext, Classical.choice, Quot.sound]
#print axioms ExchangeEnergySign.exchangeEnergy_neg
-- 'ExchangeEnergySign.exchangeEnergy_neg' depends on axioms: [propext, Classical.choice, Quot.sound]
#print axioms ExchangeEnergySign.exchangeEnergy_single_orbital
-- 'ExchangeEnergySign.exchangeEnergy_single_orbital' depends on axioms: [propext, Classical.choice, Quot.sound]
#print axioms ExchangeEnergySign.hermitian_not_sufficient
-- 'ExchangeEnergySign.hermitian_not_sufficient' depends on axioms: [propext, Classical.choice, Quot.sound]
```
